# Two energy curves whose hybrid can be ionisation-tuned but never made linear

A: Take two energy curves in the electron fraction $x$ whose deviations from their chords on $[0,1]$ are $-x(1-x)$ and $x^2(1-x)$. No real mixing $a$ makes their hybrid linear on $[0,1]$. Ionisation tuning at $x=1$ holds exactly for $a=1/2$, and the deviation $-x(1-x)^2/2$ then remains.

Q: What is an energy curve here, and what is being mixed?

A: Any function $E:\mathbb R\to\mathbb R$, in some fixed energy unit. Its deviation is $D_E(x)=E(x)-[(1-x)E(0)+xE(1)]$. The hybrid of $S$ and $F$ is $H_a=(1-a)S+aF$, with $S$ standing for a semilocal parent and $F$ for a Fock-like one.

```lean
import Mathlib

open Set

namespace HybridMixing

/-- Deviation of an energy curve from the straight line through its values at
electron fractions `0` and `1`. -/
def deviation (E : ℝ → ℝ) (x : ℝ) : ℝ := E x - ((1 - x) * E 0 + x * E 1)

/-- Hybrid energy curve with a fraction `a` of `F` and a fraction `1 - a` of `S`. -/
def hybrid (a : ℝ) (S F : ℝ → ℝ) (x : ℝ) : ℝ := (1 - a) * S x + a * F x
```

Q: In a real hybrid calculation the orbitals relax when $a$ changes.

A: They do, and that is left out. Both parent curves are fixed, so the energy is exactly linear in $a$. There is no Hamiltonian or density functional behind them either.

Q: And "linear" and "tuned"?

A: Linear means that $E(x)=c+mx$ on $[0,1]$ for some constants $c$ and $m$. For tuning, let $x=1$ be the system with its full electron number and $x=0$ its cation, so that $E(1)-E(0)=-I$, with $I$ the ionisation energy. By Janak's theorem the slope at $x=1$, approached from below, is the highest occupied eigenvalue. Setting this eigenvalue equal to $-I$ is the usual tuning condition; the identification of slope with eigenvalue is physics brought in from outside, since the Lean code speaks only of slopes.

```lean
/-- The energy is a linear (affine) function of the electron fraction on `[0,1]`. -/
def IsLinear (E : ℝ → ℝ) : Prop := ∃ c m : ℝ, ∀ x ∈ Icc (0 : ℝ) 1, E x = c + m * x

/-- Ionisation tuning: the slope of the energy at `x = 1`, taken from within `[0,1]`,
equals the total-energy difference `E 1 - E 0`. -/
def IonisationTuned (E : ℝ → ℝ) : Prop :=
  HasDerivWithinAt E (E 1 - E 0) (Icc (0 : ℝ) 1) 1
```

Q: Why `HasDerivWithinAt` and not an ordinary derivative?

A: It takes the slope from inside $[0,1]$. A definition with the two-sided `HasDerivAt` would also involve the curve beyond $x=1$, where an energy curve may have a kink and where our assumptions say nothing. Then $a=1/2$ would no longer guarantee tuning.

Q: Where do the two deviations come from?

A: They are postulated. The first curve sags below its chord, as semilocal functionals typically do through delocalisation error; the second lies above its chord, the typical behaviour of Hartree–Fock. The field name `concave_parent` is loose: $x^2(1-x)$ has second derivative $2-6x$, so it is concave only for $x\ge 1/3$.

```lean
/-- Two parent energy curves with deviations `-x(1-x)` and `x²(1-x)` on `[0,1]`. -/
structure ModelPair (S F : ℝ → ℝ) : Prop where
  convex_parent : ∀ x ∈ Icc (0 : ℝ) 1, deviation S x = -(x * (1 - x))
  concave_parent : ∀ x ∈ Icc (0 : ℝ) 1, deviation F x = x ^ 2 * (1 - x)
```

Such curves exist for any choice of the four endpoint energies: add the deviations to the chords.

```lean
/-- Explicit energy curves with arbitrary endpoint energies that have the two
prescribed deviations. -/
theorem modelPair_witness (s₀ s₁ f₀ f₁ : ℝ) :
    ModelPair (fun x => (1 - x) * s₀ + x * s₁ - x * (1 - x))
      (fun x => (1 - x) * f₀ + x * f₁ + x ^ 2 * (1 - x)) := by
  constructor
  · intro x _
    simp only [deviation]
    ring
  · intro x _
    simp only [deviation]
    ring
```

Q: Show me the argument without Lean.

A: The chord is linear in the endpoint energies, so deviations mix like energies:
$$D_{H_a}(x)=-(1-a)x(1-x)+a\,x^2(1-x)=x(1-x)\,[a(1+x)-1].$$
A linear hybrid would have zero deviation throughout $[0,1]$. At $x=1/3$ that requires $a=3/4$, at $x=2/3$ it requires $a=3/5$, so no $a$ works.

For tuning, subtract the chord's slope $E(1)-E(0)$; the condition becomes $D'_{H_a}(1)=0$. At $x=1$ only the derivative of the factor $1-x$ survives, which gives
$$D'_{H_a}(1)=-(2a-1)=1-2a.$$
Hence $a=1/2$, and
$$D_{H_{1/2}}(x)=x(1-x)\,\frac{x-1}{2}=-\frac{x(1-x)^2}{2}.$$

Q: Can I see it with numbers?

A: Let both curves run from $0$ to $-1$, so $S(x)=-x-x(1-x)$ and $F(x)=-x+x^2(1-x)$. At $x=1$ their slopes are $0$ and $-2$; the equal mixture has slope $-1=E(1)-E(0)$, as tuning demands. At $x=1/2$ the energies are $-0.75$ and $-0.375$, with average $-0.5625$, whereas the chord is at $-0.5$. The error is $-1/16$. Choosing $a=2/3$ repairs that point, but the slope at $x=1$ becomes $-4/3$.

Q: How does the formal proof begin?

A: With the two reformulations I used. Linearity is equivalent to zero deviation: one direction evaluates $c+mx$ at $0$, $1$ and $x$, the other takes the chord itself as the line.

```lean
/-- An energy curve is linear on `[0,1]` exactly when its deviation vanishes there. -/
theorem isLinear_iff (E : ℝ → ℝ) :
    IsLinear E ↔ ∀ x ∈ Icc (0 : ℝ) 1, deviation E x = 0 := by
  constructor
  · rintro ⟨c, m, h⟩ x hx
    have h0 := h 0 (left_mem_Icc.mpr zero_le_one)
    have h1 := h 1 (right_mem_Icc.mpr zero_le_one)
    unfold deviation
    linear_combination h x hx - (1 - x) * h0 - x * h1
  · intro h
    refine ⟨E 0, E 1 - E 0, fun x hx => ?_⟩
    have hd := h x hx
    unfold deviation at hd
    linear_combination hd
```

Tuning is equivalent to zero deviation slope. The proof differentiates the chord, then subtracts it from the energy or adds it back.

```lean
/-- Ionisation tuning is the condition of zero deviation slope at `x = 1`. -/
theorem ionisationTuned_iff (E : ℝ → ℝ) :
    IonisationTuned E ↔ HasDerivWithinAt (deviation E) 0 (Icc (0 : ℝ) 1) 1 := by
  -- the chord has slope `E 1 - E 0`
  have hc : HasDerivWithinAt (fun x : ℝ => (1 - x) * E 0 + x * E 1) (E 1 - E 0)
      (Icc (0 : ℝ) 1) 1 := by
    have h := (((hasDerivAt_id' (1 : ℝ)).const_sub 1).mul_const (E 0)).fun_add
      ((hasDerivAt_id' (1 : ℝ)).mul_const (E 1))
    exact (h.congr_deriv (by ring)).hasDerivWithinAt
  constructor
  · intro h
    have h2 := (h.sub hc).congr_deriv (sub_self _)
    exact h2.congr (fun _ _ => rfl) rfl
  · intro h
    have h2 := (h.add hc).congr_deriv (zero_add _)
    have key : ∀ y : ℝ, E y = deviation E y + ((1 - y) * E 0 + y * E 1) := by
      intro y
      unfold deviation
      ring
    exact h2.congr (fun y _ => key y) (key 1)
```

Q: And the impossibility?

A: It goes through a statement about any two parents. If $H_a$ is linear, then at any $x,y\in[0,1]$ the weights $(1-a,a)$ solve two homogeneous equations. The weights sum to $1$, so they are not both zero, and the determinant must vanish: $D_S(x)D_F(y)=D_S(y)D_F(x)$. The `linear_combination` step carries out this elimination.

```lean
/-- The deviation of a hybrid is the same mixture of the deviations of its parents. -/
theorem deviation_hybrid (a : ℝ) (S F : ℝ → ℝ) (x : ℝ) :
    deviation (hybrid a S F) x = (1 - a) * deviation S x + a * deviation F x := by
  simp only [deviation, hybrid]
  ring

/-- If some mixing makes a hybrid linear, the deviations of its two parents are
proportional: their values at any two electron fractions have zero determinant. -/
theorem proportional_of_isLinear {a : ℝ} {S F : ℝ → ℝ} (h : IsLinear (hybrid a S F))
    {x y : ℝ} (hx : x ∈ Icc (0 : ℝ) 1) (hy : y ∈ Icc (0 : ℝ) 1) :
    deviation S x * deviation F y = deviation S y * deviation F x := by
  have ex := (isLinear_iff _).1 h x hx
  have ey := (isLinear_iff _).1 h y hy
  rw [deviation_hybrid] at ex ey
  linear_combination (deviation F y - deviation S y) * ex
    + (deviation S x - deviation F x) * ey
```

Q: Then the model pair enters?

A: Yes. Substitution gives the closed form above. At an interior $x$ we may cancel $x(1-x)\neq0$, so the deviation vanishes exactly when $a=1/(1+x)$: the mixing that is right at one fractional charge is wrong at every other.

```lean
/-- Closed form of the hybrid deviation for the model pair. -/
theorem deviation_model {S F : ℝ → ℝ} (h : ModelPair S F) (a : ℝ) {x : ℝ}
    (hx : x ∈ Icc (0 : ℝ) 1) :
    deviation (hybrid a S F) x = x * (1 - x) * (a * (1 + x) - 1) := by
  rw [deviation_hybrid, h.convex_parent x hx, h.concave_parent x hx]
  ring

/-- For the model pair, the hybrid deviation vanishes at an interior electron
fraction `x` exactly when the mixing is `1 / (1 + x)`. -/
theorem pointwise_mixing {S F : ℝ → ℝ} (h : ModelPair S F) (a : ℝ) {x : ℝ}
    (hx0 : 0 < x) (hx1 : x < 1) :
    deviation (hybrid a S F) x = 0 ↔ a = 1 / (1 + x) := by
  have hne : 1 + x ≠ 0 := by positivity
  rw [deviation_model h a ⟨hx0.le, hx1.le⟩, eq_div_iff hne]
  constructor
  · intro e
    have hp : x * (1 - x) ≠ 0 := (mul_pos hx0 (sub_pos.2 hx1)).ne'
    have h2 := (mul_eq_zero.1 e).resolve_left hp
    linarith
  · intro e
    linear_combination x * (1 - x) * e
```

The main theorem has three parts. The first applies the determinant condition at $1/3$ and $2/3$, where it would demand $-8/243=-4/243$. The second differentiates the closed form to get slope $1-2a$; since a derivative within $[0,1]$ at $x=1$ is unique, a zero slope forces $a=1/2$, and the converse is substitution. The third is algebra.

```lean
/-- For the model pair no real mixing gives a linear hybrid; ionisation tuning holds
exactly at mixing `1/2`, where the deviation is `-x(1-x)²/2`. -/
theorem tuning_without_linearity {S F : ℝ → ℝ} (h : ModelPair S F) :
    (∀ a : ℝ, ¬ IsLinear (hybrid a S F)) ∧
    (∀ a : ℝ, IonisationTuned (hybrid a S F) ↔ a = 1 / 2) ∧
    (∀ x ∈ Icc (0 : ℝ) 1,
      deviation (hybrid (1 / 2) S F) x = -(x * (1 - x) ^ 2) / 2) := by
  refine ⟨fun a hl => ?_, fun a => ?_, fun x hx => ?_⟩
  · -- the parent deviations are not proportional: compare `x = 1/3` and `x = 2/3`
    have h1 : (1 / 3 : ℝ) ∈ Icc (0 : ℝ) 1 := by constructor <;> norm_num
    have h2 : (2 / 3 : ℝ) ∈ Icc (0 : ℝ) 1 := by constructor <;> norm_num
    have e := proportional_of_isLinear hl h1 h2
    rw [h.convex_parent _ h1, h.convex_parent _ h2, h.concave_parent _ h1,
      h.concave_parent _ h2] at e
    norm_num at e
  · -- the deviation slope at `x = 1` is `1 - 2a`
    have hm : (1 : ℝ) ∈ Icc (0 : ℝ) 1 := right_mem_Icc.mpr zero_le_one
    have hp := ((hasDerivAt_id' (1 : ℝ)).fun_mul
      ((hasDerivAt_id' (1 : ℝ)).const_sub 1)).fun_mul
      ((((hasDerivAt_id' (1 : ℝ)).const_add 1).const_mul a).sub_const 1)
    have hs : HasDerivWithinAt (deviation (hybrid a S F)) (1 - 2 * a)
        (Icc (0 : ℝ) 1) 1 :=
      ((hp.congr_deriv (by ring)).hasDerivWithinAt).congr
        (fun y hy => deviation_model h a hy) (deviation_model h a hm)
    rw [ionisationTuned_iff]
    constructor
    · intro h0
      have e := (uniqueDiffOn_Icc (zero_lt_one' ℝ) 1 hm).eq_deriv _ hs h0
      linarith
    · intro ha
      exact hs.congr_deriv (by rw [ha]; norm_num)
  · rw [deviation_model h _ hx]
    ring
```

Q: Is the remaining error small?

A: Its largest absolute value is $2/27\approx0.074$, at $x=1/3$; the parent $S$ reaches $1/4$. The bound follows from
$$\frac{4}{27}-x(1-x)^2=\left(x-\tfrac13\right)^2\left(\tfrac43-x\right)\ge0,$$
which is the hint given to `nlinarith`.

```lean
/-- The largest absolute deviation of the hybrid with mixing `1/2` on `[0,1]` is
`2/27`, attained at `x = 1/3`. -/
theorem tuned_max_deviation {S F : ℝ → ℝ} (h : ModelPair S F) :
    (∀ x ∈ Icc (0 : ℝ) 1, |deviation (hybrid (1 / 2) S F) x| ≤ 2 / 27) ∧
    |deviation (hybrid (1 / 2) S F) (1 / 3)| = 2 / 27 := by
  have hd := (tuning_without_linearity h).2.2
  constructor
  · intro x hx
    have h43 : 0 ≤ 4 / 3 - x := by linarith [hx.2]
    rw [hd x hx, abs_le]
    constructor
    · -- `4/27 - x(1-x)² = (x - 1/3)² (4/3 - x)`
      nlinarith [mul_nonneg (sq_nonneg (x - 1 / 3)) h43]
    · nlinarith [mul_nonneg hx.1 (sq_nonneg (1 - x))]
  · rw [hd (1 / 3) (by constructor <;> norm_num), abs_of_nonpos (by norm_num)]
    norm_num

end HybridMixing
```

Q: So what should I take from it for tuned hybrids?

A: In this one-parameter model with fixed parent curves, meeting the ionisation condition at the integer does not remove the fractional-charge error between integers. How large that error is for a given molecule and functional is a separate question.

```lean
#print axioms HybridMixing.pointwise_mixing
#print axioms HybridMixing.tuning_without_linearity
#print axioms HybridMixing.tuned_max_deviation
```

```
'HybridMixing.pointwise_mixing' depends on axioms: [propext, Classical.choice, Quot.sound]
'HybridMixing.tuning_without_linearity' depends on axioms: [propext, Classical.choice, Quot.sound]
'HybridMixing.tuned_max_deviation' depends on axioms: [propext, Classical.choice, Quot.sound]
```
